# The relativistic lowering of the 1s level in a one-electron, point-nucleus ion grows faster than $Z^4$

To estimate how far relativity lowers the 1s level of a heavy ion, one can take the lowering in a lighter ion and multiply it by the fourth power of the ratio of nuclear charges. In the Dirac equation for one electron and a fixed point nucleus, this scaling always gives too small a value for the heavier ion, provided that both nuclear charges lie below the speed of light in atomic units. The exact Dirac lowering supplies the missing factor. It also shows that the local power of the nuclear charge tends to four for small charges and rises without bound as the charge approaches that limit.

## The exact lowering and its local power of $Z$

In atomic units, let $Z$ be the nuclear charge and $c$ the speed of light, with $0<Z<c$. Put
$$\gamma=\sqrt{1-Z^2/c^2},\qquad\text{so that}\qquad 0<\gamma<1,\quad Z^2=c^2(1-\gamma^2).$$
Near the nucleus the 1s Dirac wavefunction varies with the distance $r$ as $r^{\gamma-1}$. This $\gamma$ is not the Lorentz factor, which is usually written with the same letter. The condition $Z<c$ keeps it real and positive: the Coulomb attraction of the point charge is then weak enough for a 1s solution of the form below.

The Schrödinger energy of the 1s level is $-Z^2/2$. The Dirac energy, with the rest energy removed, is $E=c^2\gamma-c^2$. To check the latter, let $G$ and $F$ be the large and small radial components, each multiplied by the distance $r$ from the nucleus. For an s level with total angular momentum $1/2$ (angular quantum number $\kappa=-1$) they obey
$$c\left(G'-\frac Gr\right)=\left(E+2c^2+\frac Zr\right)F,\qquad c\left(F'+\frac Fr\right)=-\left(E+\frac Zr\right)G.$$

Take $G=r^\gamma e^{-Zr}$ and $F=-aG$ with $a=c(1-\gamma)/Z$. Then $G'=(\gamma/r-Z)G$, and the coefficient $a$ satisfies
$$aZ=c(1-\gamma),\qquad ac(1+\gamma)=\frac{c^2(1-\gamma^2)}{Z}=Z.$$
Since $E+2c^2=c^2(1+\gamma)$, the right side of the first equation is
$$-\left(c^2(1+\gamma)+\frac Zr\right)aG=-\left(cZ+\frac{c(1-\gamma)}r\right)G,$$
which equals the left side, $c\left((\gamma-1)/r-Z\right)G$. In the second equation the left side is
$$-ac\left(\frac{\gamma+1}r-Z\right)G=\left(c^2(1-\gamma)-\frac Zr\right)G,$$
which is $-(E+Z/r)G$. Both components are square-integrable. Multiplying them by $N$, where
$$N^2=\frac{(1+\gamma)(2Z)^{2\gamma+1}}{2\,\Gamma(2\gamma+1)}$$
and $\Gamma$ is the gamma function, gives $\int_0^\infty(G^2+F^2)\,dr=1$.

The stabilisation $D$ is the Schrödinger energy minus the Dirac energy, positive when relativity lowers the level:
$$D=c^2(1-\gamma)-\frac{Z^2}2=c^2(1-\gamma)-\frac{c^2(1-\gamma)(1+\gamma)}2=\frac{c^2(1-\gamma)^2}2.$$
Substituting $1-\gamma=Z^2/\left(c^2(1+\gamma)\right)$ gives
$$D=\frac{Z^4}{2c^2(1+\gamma)^2}.$$

For the local power of $Z$, differentiate. From $d\gamma/dZ=-Z/(c^2\gamma)$ it follows that
$$D'(Z)=-c^2\frac{d\gamma}{dZ}-Z=Z\left(\frac1\gamma-1\right).$$
The form $D=c^2(1-\gamma)^2/2$ also gives $2(1+\gamma)D=c^2(1-\gamma)^2(1+\gamma)=Z^2(1-\gamma)$. Hence
$$\frac{ZD'}D=\frac{Z^2(1-\gamma)}{\gamma D}=\frac{2(1+\gamma)}\gamma=2+\frac2\gamma.$$

Because $0<\gamma<1$, this exponent exceeds four. Because $\gamma$ falls as $Z$ rises, the exponent increases. It tends to four as $Z\to0^+$, where $\gamma\to1$, and diverges as $Z\to c^-$, where $\gamma\to0^+$.

For two ions with $0<Z_1<Z_2<c$ and corresponding parameters $\gamma_1>\gamma_2$,
$$\frac{D(Z_2)}{D(Z_1)}=\left(\frac{Z_2}{Z_1}\right)^4\left(\frac{1+\gamma_1}{1+\gamma_2}\right)^2>\left(\frac{Z_2}{Z_1}\right)^4.$$
The second factor is the correction to the scaling estimate. In electronic-structure work, the closed form gives a reference value for a radial Dirac solver applied to one electron and a point nucleus.

## Energies, exponent and spinor as Lean functions

```lean
import Mathlib

open Filter Topology Set

namespace RelativisticStabilisation

noncomputable section
```

The speed of light is a real variable `c`, not a fixed number, and the nuclear charge `Z` is real, so that one can differentiate with respect to it. The function `gam` is $\gamma$.

```lean
/-- The Dirac parameter `γ = √(1 - Z²/c²)` of a point nucleus of charge `Z`, for `0 < Z < c`
in atomic units. -/
def gam (c Z : ℝ) : ℝ := √(1 - Z ^ 2 / c ^ 2)
```

The Dirac energy enters as a formula, which `radial_dirac` below ties to the radial equations.

```lean
/-- The Dirac 1s energy `c²γ - c²` of a hydrogen-like ion, rest energy removed,
for `0 < Z < c`. -/
def diracEnergy (c Z : ℝ) : ℝ := c ^ 2 * gam c Z - c ^ 2
```

The Schrödinger energy is written directly into the stabilisation.

```lean
/-- The relativistic stabilisation `D(Z)`: the Schrödinger 1s energy `-Z²/2` minus the
Dirac 1s energy, for `0 < Z < c`. -/
def stabilisation (c Z : ℝ) : ℝ := -(Z ^ 2 / 2) - diracEnergy c Z
```

The exponent uses the derivative of that function, not a formula chosen in advance.

```lean
/-- The effective exponent `Z D'(Z) / D(Z)`, the local power of `Z` with which the
stabilisation grows, for `0 < Z < c`. -/
def effectiveExponent (c Z : ℝ) : ℝ := Z * deriv (stabilisation c) Z / stabilisation c Z
```

The two components correspond to $G$ and $F$, without the factor $N$.

```lean
/-- The large radial component `r^γ exp(-Zr)`, for `r > 0` and `0 < Z < c`. -/
def large (c Z r : ℝ) : ℝ := r ^ gam c Z * Real.exp (-Z * r)

/-- The small radial component, `-c(1 - γ)/Z` times the large one, for `r > 0` and
`0 < Z < c`. -/
def small (c Z r : ℝ) : ℝ := -(c * (1 - gam c Z) / Z) * large c Z r
```

## The Dirac parameter and the radial equations

The first theorem collects the bounds on $\gamma$ and the relation $Z^2=c^2(1-\gamma^2)$, on which the later algebra rests. Its proof shows $Z^2/c^2<1$ and then squares the root.

```lean
/-- For `0 < Z < c` the Dirac parameter lies strictly between zero and one, and
`Z² = c²(1 - γ²)`. -/
theorem gam_spec {c Z : ℝ} (hZ : 0 < Z) (h : Z < c) :
    0 < gam c Z ∧ gam c Z < 1 ∧ Z ^ 2 = c ^ 2 * (1 - gam c Z ^ 2) := by
  have hc : 0 < c := hZ.trans h
  have h1 : Z ^ 2 / c ^ 2 < 1 := by
    rw [div_lt_one (by positivity)]
    nlinarith
  have h2 : 0 < Z ^ 2 / c ^ 2 := by positivity
  have hs : gam c Z ^ 2 = 1 - Z ^ 2 / c ^ 2 := Real.sq_sqrt (by linarith)
  have hp : 0 < gam c Z := Real.sqrt_pos.2 (by linarith)
  have hq : c ^ 2 * (Z ^ 2 / c ^ 2) = Z ^ 2 := by field_simp
  refine ⟨hp, by nlinarith, ?_⟩
  rw [hs]
  linear_combination -hq
```

The next theorem says that the heavier ion has the smaller $\gamma$. It compares the quantities under the two roots and uses the strict monotonicity of the square root.

```lean
/-- For nuclear charges between `0` and `c`, the Dirac parameter decreases strictly with
the charge. -/
theorem gam_lt_gam {c Z₁ Z₂ : ℝ} (h₁ : 0 < Z₁) (h₁₂ : Z₁ < Z₂) (h₂ : Z₂ < c) :
    gam c Z₂ < gam c Z₁ := by
  have hc : 0 < c := (h₁.trans h₁₂).trans h₂
  have hn : 0 < 1 - Z₂ ^ 2 / c ^ 2 := Real.sqrt_pos.1 (gam_spec (h₁.trans h₁₂) h₂).1
  have hlt : Z₁ ^ 2 / c ^ 2 < Z₂ ^ 2 / c ^ 2 := by gcongr
  exact Real.sqrt_lt_sqrt hn.le (by linarith)
```

The following theorem states that, at every $r>0$, both components are differentiable and satisfy the two coupled equations at energy `diracEnergy c Z`. It says nothing about normalisation, uniqueness or the position of this energy in the spectrum. The label 1s comes from the physics: the large component has no node, and for $c\to\infty$ it becomes the Schrödinger function $re^{-Zr}$.

In the proof, `hG` is the product rule for $G$, and `ha1` and `ha2` are the two relations for $a$. Each final `linear_combination` adds multiples of these relations, as in the calculation by hand.

```lean
/-- For `0 < Z < c` and `r > 0`, the components `large` and `small` are differentiable and
solve the radial Dirac equations with `κ = -1` in the potential `-Z/r` at the energy
`diracEnergy c Z`. -/
theorem radial_dirac {c Z r : ℝ} (hZ : 0 < Z) (h : Z < c) (hr : 0 < r) :
    DifferentiableAt ℝ (large c Z) r ∧ DifferentiableAt ℝ (small c Z) r ∧
    c * (deriv (large c Z) r - large c Z r / r)
      = (diracEnergy c Z + 2 * c ^ 2 + Z / r) * small c Z r ∧
    c * (deriv (small c Z) r + small c Z r / r)
      = -(diracEnergy c Z + Z / r) * large c Z r := by
  obtain ⟨-, -, hs⟩ := gam_spec hZ h
  have he : HasDerivAt (fun x : ℝ => Real.exp (-Z * x)) (Real.exp (-Z * r) * (-Z)) r := by
    simpa using ((hasDerivAt_id r).const_mul (-Z)).exp
  have hG : HasDerivAt (large c Z) ((gam c Z / r - Z) * large c Z r) r := by
    refine ((Real.hasDerivAt_rpow_const (p := gam c Z) (Or.inl hr.ne')).fun_mul he).congr_deriv ?_
    rw [Real.rpow_sub_one hr.ne']
    simp only [large]
    ring
  -- `a` is minus the ratio of the small to the large component; it satisfies two relations
  obtain ⟨a, ha⟩ : ∃ a, a = c * (1 - gam c Z) / Z := ⟨_, rfl⟩
  have ha1 : a * Z = c * (1 - gam c Z) := by rw [ha, div_mul_cancel₀ _ hZ.ne']
  have ha2 : a * c * (1 + gam c Z) = Z := by
    apply mul_right_cancel₀ hZ.ne'
    linear_combination c * (1 + gam c Z) * ha1 - hs
  have hF : small c Z r = -a * large c Z r := by rw [ha]; rfl
  have hF' : HasDerivAt (small c Z) (-a * ((gam c Z / r - Z) * large c Z r)) r := by
    rw [ha]
    exact hG.const_mul _
  refine ⟨hG.differentiableAt, hF'.differentiableAt, ?_, ?_⟩
  · rw [hG.deriv, hF, diracEnergy]
    linear_combination large c Z r / r * ha1 + large c Z r * c * ha2
  · rw [hF'.deriv, hF, diracEnergy]
    linear_combination -(large c Z r / r) * ha2 + large c Z r * c * ha1
```

## Closed form, derivative and exponent

The closed form holds for every `Z` between zero and `c`, with no expansion in $Z/c$. After the denominator is cleared, the difference of the two sides is a multiple of $Z^2-c^2(1-\gamma^2)$, and `linear_combination` supplies the multiplier.

```lean
/-- For `0 < Z < c` the stabilisation is exactly `Z⁴ / (2c²(1 + γ)²)`. -/
theorem stabilisation_eq {c Z : ℝ} (hZ : 0 < Z) (h : Z < c) :
    stabilisation c Z = Z ^ 4 / (2 * c ^ 2 * (1 + gam c Z) ^ 2) := by
  obtain ⟨hp, -, hs⟩ := gam_spec hZ h
  have hc : 0 < c := hZ.trans h
  rw [eq_div_iff (by positivity), stabilisation, diracEnergy]
  linear_combination
    (-(c ^ 2 * (1 + gam c Z) ^ 2) - (Z ^ 2 + c ^ 2 * (1 - gam c Z ^ 2))) * hs
```

`HasDerivAt` states that the derivative exists and has the given value. The proof differentiates $\gamma$ as `hg`, which requires a nonzero quantity under the root, and assembles $D'$ as `hD`. The last step simplifies the result to $Z(1/\gamma-1)$.

```lean
/-- For `0 < Z < c` the stabilisation grows with the nuclear charge at the rate
`Z(1/γ - 1)`. -/
theorem hasDerivAt_stabilisation {c Z : ℝ} (hZ : 0 < Z) (h : Z < c) :
    HasDerivAt (stabilisation c) (Z * (1 / gam c Z - 1)) Z := by
  have hp := (gam_spec hZ h).1
  have hc : 0 < c := hZ.trans h
  have hn : 0 < 1 - Z ^ 2 / c ^ 2 := Real.sqrt_pos.1 hp
  have hsq : HasDerivAt (fun x : ℝ => x ^ 2) (2 * Z) Z := by
    simpa using hasDerivAt_pow 2 Z
  have hg : HasDerivAt (gam c) (-(2 * Z / c ^ 2) / (2 * gam c Z)) Z :=
    ((hsq.div_const (c ^ 2)).const_sub 1).sqrt hn.ne'
  have hD : HasDerivAt (stabilisation c)
      (-(2 * Z / 2) - c ^ 2 * (-(2 * Z / c ^ 2) / (2 * gam c Z))) Z :=
    (hsq.div_const 2).fun_neg.fun_sub ((hg.const_mul (c ^ 2)).sub_const (c ^ 2))
  have hq : c ^ 2 * ((2 * Z / c ^ 2) / (2 * gam c Z)) = Z / gam c Z := by field_simp
  exact hD.congr_deriv (by linear_combination hq)
```

To obtain the exponent, the proof first shows that the stabilisation is positive, so that division by it is legitimate. Here `hD` is the relation $2(1+\gamma)D=Z^2(1-\gamma)$. Combined with $\gamma\cdot(1/\gamma)=1$, it gives $2+2/\gamma$.

```lean
/-- For `0 < Z < c` the effective exponent of the stabilisation is `2 + 2/γ`. -/
theorem effectiveExponent_eq {c Z : ℝ} (hZ : 0 < Z) (h : Z < c) :
    effectiveExponent c Z = 2 + 2 / gam c Z := by
  obtain ⟨hp, -, hs⟩ := gam_spec hZ h
  have hc : 0 < c := hZ.trans h
  have hpos : 0 < stabilisation c Z := by
    rw [stabilisation_eq hZ h]
    positivity
  have hD : stabilisation c Z * (2 * (1 + gam c Z)) = Z ^ 2 * (1 - gam c Z) := by
    rw [stabilisation, diracEnergy]
    linear_combination -2 * hs
  have hg : gam c Z * (1 / gam c Z) = 1 := mul_one_div_cancel hp.ne'
  rw [effectiveExponent, (hasDerivAt_stabilisation hZ h).deriv, div_eq_iff hpos.ne']
  linear_combination (-(1 / gam c Z)) * hD + (Z ^ 2 + 2 * stabilisation c Z) * hg
```

## Light ions, charges close to $c$ and pairs of ions

The next theorem has three parts. The exponent exceeds four throughout the open interval `Ioo 0 c`, it increases strictly there, and it tends to four as the charge approaches zero from above, written `𝓝[>] 0`. The first two parts follow from the bounds on $\gamma$ and its monotonicity. For the third, continuity gives the limit of $2+2/\gamma$, and `congr'` transfers it to the exponent, since the two functions agree for small positive charges.

```lean
/-- Let `c > 0`. On `0 < Z < c` the effective exponent is strictly above four and strictly
increasing in `Z`, and it tends to four as `Z` tends to zero from above. -/
theorem effectiveExponent_above_four {c : ℝ} (hc : 0 < c) :
    (∀ Z ∈ Ioo 0 c, 4 < effectiveExponent c Z) ∧
    StrictMonoOn (effectiveExponent c) (Ioo 0 c) ∧
    Tendsto (effectiveExponent c) (𝓝[>] 0) (𝓝 4) := by
  refine ⟨fun Z hZ => ?_, fun a ha b hb hab => ?_, ?_⟩
  · obtain ⟨hp, h1, -⟩ := gam_spec hZ.1 hZ.2
    have h2 : 2 < 2 / gam c Z := by
      rw [lt_div_iff₀ hp]
      linarith
    rw [effectiveExponent_eq hZ.1 hZ.2]
    linarith
  · have h2 : 2 / gam c a < 2 / gam c b :=
      div_lt_div_of_pos_left two_pos (gam_spec hb.1 hb.2).1 (gam_lt_gam ha.1 hab hb.2)
    rw [effectiveExponent_eq ha.1 ha.2, effectiveExponent_eq hb.1 hb.2]
    linarith
  · -- `γ` is continuous and equals one at zero charge
    have hcont : Continuous (gam c) := by
      change Continuous (fun Z : ℝ => √(1 - Z ^ 2 / c ^ 2))
      fun_prop
    have h0 : gam c 0 = 1 := by simp [gam]
    have ht : Tendsto (fun Z => 2 + 2 / gam c Z) (𝓝 0) (𝓝 (2 + 2 / gam c 0)) :=
      (tendsto_const_nhds.div (hcont.tendsto 0) (by rw [h0]; exact one_ne_zero)).const_add 2
    have h4 : (2 + 2 / 1 : ℝ) = 4 := by norm_num
    rw [h0, h4] at ht
    refine (ht.mono_left nhdsWithin_le_nhds).congr' ?_
    filter_upwards [Ioo_mem_nhdsGT hc] with Z hZ
    exact (effectiveExponent_eq hZ.1 hZ.2).symm
```

At the other end, `𝓝[<] c` means that the charge approaches $c$ from below, and `atTop` that the exponent exceeds every bound. The proof shows that $\gamma$ tends to zero through positive values, so that its inverse diverges. The stabilisation itself remains finite and approaches $c^2/2$, as the form $D=c^2(1-\gamma)^2/2$ shows.

```lean
/-- The effective exponent grows without bound as `Z` approaches `c > 0` from below. -/
theorem effectiveExponent_diverges {c : ℝ} (hc : 0 < c) :
    Tendsto (effectiveExponent c) (𝓝[<] c) atTop := by
  have hcont : Continuous (gam c) := by
    change Continuous (fun Z : ℝ => √(1 - Z ^ 2 / c ^ 2))
    fun_prop
  have h0 : gam c c = 0 := by simp [gam, hc.ne']
  have ht : Tendsto (gam c) (𝓝[<] c) (𝓝 0) := by
    rw [← h0]
    exact (hcont.tendsto c).mono_left nhdsWithin_le_nhds
  have hev : ∀ᶠ Z in 𝓝[<] c, gam c Z ∈ Ioi (0 : ℝ) := by
    filter_upwards [Ioo_mem_nhdsLT hc] with Z hZ
    exact (gam_spec hZ.1 hZ.2).1
  have hi := tendsto_inv_nhdsGT_zero.comp (tendsto_nhdsWithin_iff.2 ⟨ht, hev⟩)
  refine (tendsto_atTop_add_const_left _ 2 (hi.const_mul_atTop two_pos)).congr' ?_
  filter_upwards [Ioo_mem_nhdsLT hc] with Z hZ
  rw [effectiveExponent_eq hZ.1 hZ.2, div_eq_mul_inv]
  rfl
```

The comparison of two ions inserts the closed form for each. After $Z_1^4$ cancels, both sides have the numerator $Z_2^4$, and the smaller $\gamma_2$ gives the smaller denominator and hence the larger value.

```lean
/-- Between two ions with `0 < Z₁ < Z₂ < c`, the stabilisation grows by more than the
factor `(Z₂/Z₁)⁴`. -/
theorem stabilisation_ratio {c Z₁ Z₂ : ℝ} (h₁ : 0 < Z₁) (h₁₂ : Z₁ < Z₂) (h₂ : Z₂ < c) :
    (Z₂ / Z₁) ^ 4 < stabilisation c Z₂ / stabilisation c Z₁ := by
  have hZ₂ : 0 < Z₂ := h₁.trans h₁₂
  have hc : 0 < c := hZ₂.trans h₂
  have hp₁ := (gam_spec h₁ (h₁₂.trans h₂)).1
  have hp₂ := (gam_spec hZ₂ h₂).1
  have hlt := gam_lt_gam h₁ h₁₂ h₂
  rw [stabilisation_eq h₁ (h₁₂.trans h₂), stabilisation_eq hZ₂ h₂,
    lt_div_iff₀ (by positivity)]
  have hq : (Z₂ / Z₁) ^ 4 * (Z₁ ^ 4 / (2 * c ^ 2 * (1 + gam c Z₁) ^ 2))
      = Z₂ ^ 4 / (2 * c ^ 2 * (1 + gam c Z₁) ^ 2) := by field_simp
  rw [hq]
  gcongr

end

end RelativisticStabilisation
```

```lean
#print axioms RelativisticStabilisation.radial_dirac
-- 'RelativisticStabilisation.radial_dirac' depends on axioms: [propext, Classical.choice, Quot.sound]
#print axioms RelativisticStabilisation.effectiveExponent_above_four
-- 'RelativisticStabilisation.effectiveExponent_above_four' depends on axioms: [propext, Classical.choice, Quot.sound]
#print axioms RelativisticStabilisation.effectiveExponent_diverges
-- 'RelativisticStabilisation.effectiveExponent_diverges' depends on axioms: [propext, Classical.choice, Quot.sound]
#print axioms RelativisticStabilisation.stabilisation_ratio
-- 'RelativisticStabilisation.stabilisation_ratio' depends on axioms: [propext, Classical.choice, Quot.sound]
```

Applying the inequality to the 1s level of a many-electron atom takes a further physical step: the other electrons screen the nucleus and respond to relativity themselves, and no hypothesis here describes them. The model also leaves out the size and recoil of the nucleus and the corrections of quantum electrodynamics.
